# Two non-interacting spinless electrons on three sites act as one hole, up to a constant energy

Two spinless electrons on three sites leave one site empty, so their antisymmetric amplitude can be written as a matrix `pair v`, where `v i` is the amplitude for site `i` to be empty. The electrons do not interact, and each is governed by the same one-electron matrix `h`, an arbitrary complex 3×3 matrix; `v` need not be normalised. The theorem says that the two-electron Hamiltonian, which sends `pair v` to `h * pair v + pair v * hᵀ`, acts on `v` as the one-hole matrix `-hᵀ` plus the constant `tr h`. The attempt compares the two sides entry by entry, expanding each of the nine entries with `simp` and leaving the remaining algebra to `ring`.

The first attempt, which Lean rejects:

```lean
import Mathlib

open Matrix

namespace TwoElectronsEqOneHole

noncomputable section

/-- The one-hole matrix belonging to a one-electron matrix `h`: the negative transpose. -/
def holeMatrix {n : Type*} (h : Matrix n n ℂ) : Matrix n n ℂ := -hᵀ

/-- The antisymmetric two-electron amplitude on three sites in which site `i` is empty
with amplitude `v i`. -/
def pair (v : Fin 3 → ℂ) : Matrix (Fin 3) (Fin 3) ℂ :=
  !![0, v 2, -v 1; -v 2, 0, v 0; v 1, -v 0, 0]

/-- Two spinless electrons on three sites, each governed by `h`, act as one hole governed by
the hole matrix, up to the constant energy `tr h`. -/
theorem two_electrons_eq_one_hole (h : Matrix (Fin 3) (Fin 3) ℂ) (v : Fin 3 → ℂ) :
    h * pair v + pair v * hᵀ = pair (h.trace • v + holeMatrix h *ᵥ v) := by
  ext i j
  fin_cases i <;> fin_cases j <;>
    simp [pair, holeMatrix, Matrix.mul_apply, Matrix.trace, Matrix.mulVec, dotProduct,
      Fin.sum_univ_three] <;> ring

end

end TwoElectronsEqOneHole
```

Compiling this gives:

```
Try this:
  [apply] ring_nf
  
  The `ring` tactic failed to close the goal. Use `ring_nf` to obtain a normal form.
    
  Note that `ring` works primarily in *commutative* rings. If you have a noncommutative ring, abelian group or module, consider using `noncomm_ring`, `abel` or `module` instead.
Try this:
  [apply] ring_nf
  
  The `ring` tactic failed to close the goal. Use `ring_nf` to obtain a normal form.
    
  Note that `ring` works primarily in *commutative* rings. If you have a noncommutative ring, abelian group or module, consider using `noncomm_ring`, `abel` or `module` instead.
Try this:
  [apply] ring_nf
  
  The `ring` tactic failed to close the goal. Use `ring_nf` to obtain a normal form.
    
  Note that `ring` works primarily in *commutative* rings. If you have a noncommutative ring, abelian group or module, consider using `noncomm_ring`, `abel` or `module` instead.
Try this:
  [apply] ring_nf
  
  The `ring` tactic failed to close the goal. Use `ring_nf` to obtain a normal form.
    
  Note that `ring` works primarily in *commutative* rings. If you have a noncommutative ring, abelian group or module, consider using `noncomm_ring`, `abel` or `module` instead.
Try this:
  [apply] ring_nf
  
  The `ring` tactic failed to close the goal. Use `ring_nf` to obtain a normal form.
    
  Note that `ring` works primarily in *commutative* rings. If you have a noncommutative ring, abelian group or module, consider using `noncomm_ring`, `abel` or `module` instead.
Try this:
  [apply] ring_nf
  
  The `ring` tactic failed to close the goal. Use `ring_nf` to obtain a normal form.
    
  Note that `ring` works primarily in *commutative* rings. If you have a noncommutative ring, abelian group or module, consider using `noncomm_ring`, `abel` or `module` instead.
Try this:
  [apply] ring_nf
  
  The `ring` tactic failed to close the goal. Use `ring_nf` to obtain a normal form.
    
  Note that `ring` works primarily in *commutative* rings. If you have a noncommutative ring, abelian group or module, consider using `noncomm_ring`, `abel` or `module` instead.
Try this:
  [apply] ring_nf
  
  The `ring` tactic failed to close the goal. Use `ring_nf` to obtain a normal form.
    
  Note that `ring` works primarily in *commutative* rings. If you have a noncommutative ring, abelian group or module, consider using `noncomm_ring`, `abel` or `module` instead.
Try this:
  [apply] ring_nf
  
  The `ring` tactic failed to close the goal. Use `ring_nf` to obtain a normal form.
    
  Note that `ring` works primarily in *commutative* rings. If you have a noncommutative ring, abelian group or module, consider using `noncomm_ring`, `abel` or `module` instead.
Main.lean:20:73: error: unsolved goals
case «0».«0»
h : Matrix (Fin 3) (Fin 3) ℂ
v : Fin 3 → ℂ
⊢ -(h 0 1 * v 2) + h 0 2 * v 1 + (![0, v 2, -v 1] ᵥ* hᵀ) 0 = 0

case «0».«1»
h : Matrix (Fin 3) (Fin 3) ℂ
v : Fin 3 → ℂ
⊢ h 0 0 * v 2 - h 0 2 * v 0 + (![0, v 2, -v 1] ᵥ* hᵀ) 1 = h 0 0 * v 2 + v 2 * h 1 1 - h 0 2 * v 0 - v 1 * h 1 2

case «0».«2»
h : Matrix (Fin 3) (Fin 3) ℂ
v : Fin 3 → ℂ
⊢ -(h 0 0 * v 1) + h 0 1 * v 0 + (![0, v 2, -v 1] ᵥ* hᵀ) 2 = -(h 0 0 * v 1) - v 1 * h 2 2 + h 0 1 * v 0 + h 2 1 * v 2

case «1».«0»
h : Matrix (Fin 3) (Fin 3) ℂ
v : Fin 3 → ℂ
⊢ -(h 1 1 * v 2) + h 1 2 * v 1 + (![-v 2, 0, v 0] ᵥ* hᵀ) 0 = -(h 1 1 * v 2) - v 2 * h 0 0 + h 1 2 * v 1 + h 0 2 * v 0

case «1».«1»
h : Matrix (Fin 3) (Fin 3) ℂ
v : Fin 3 → ℂ
⊢ h 1 0 * v 2 - h 1 2 * v 0 + (![-v 2, 0, v 0] ᵥ* hᵀ) 1 = 0

case «1».«2»
h : Matrix (Fin 3) (Fin 3) ℂ
v : Fin 3 → ℂ
⊢ -(h 1 0 * v 1) + h 1 1 * v 0 + (![-v 2, 0, v 0] ᵥ* hᵀ) 2 = -(h 1 0 * v 1) + h 1 1 * v 0 + v 0 * h 2 2 - v 2 * h 2 0

case «2».«0»
h : Matrix (Fin 3) (Fin 3) ℂ
v : Fin 3 → ℂ
⊢ -(h 2 1 * v 2) + h 2 2 * v 1 + (![v 1, -v 0, 0] ᵥ* hᵀ) 0 = -(h 2 1 * v 2) + h 2 2 * v 1 + v 1 * h 0 0 - v 0 * h 0 1

case «2».«1»
h : Matrix (Fin 3) (Fin 3) ℂ
v : Fin 3 → ℂ
⊢ h 2 0 * v 2 - h 2 2 * v 0 + (![v 1, -v 0, 0] ᵥ* hᵀ) 1 = h 2 0 * v 2 - h 2 2 * v 0 - v 0 * h 1 1 + h 1 0 * v 1

case «2».«2»
h : Matrix (Fin 3) (Fin 3) ℂ
v : Fin 3 → ℂ
⊢ -(h 2 0 * v 1) + h 2 1 * v 0 + (![v 1, -v 0, 0] ᵥ* hᵀ) 2 = 0
```

The mended proof, as a diff:

```diff
@@ -20,6 +20,8 @@
     h * pair v + pair v * hᵀ = pair (h.trace • v + holeMatrix h *ᵥ v) := by
   ext i j
+  -- write both products as sums over the sites, then compare entry by entry
+  rw [Matrix.add_apply, Matrix.mul_apply, Matrix.mul_apply]
   fin_cases i <;> fin_cases j <;>
-    simp [pair, holeMatrix, Matrix.mul_apply, Matrix.trace, Matrix.mulVec, dotProduct,
+    simp [pair, holeMatrix, Matrix.trace, Matrix.mulVec, dotProduct,
       Fin.sum_univ_three] <;> ring
 
```

Cause. The nine "Try this" messages say that `ring` could not close any of the nine entries; the error lists what was left. Each remaining goal contains a term such as `(![0, v 2, -v 1] ᵥ* hᵀ) 0`, a row vector times a matrix that was never multiplied out. `ring` treats it as an unknown, so the two sides cannot match.

The term comes from `pair v * hᵀ`. `simp` works on the product before the entry taken from it. Once `pair` is unfolded, the left factor is an explicit matrix, and `simp` rewrites the product row by row with `ᵥ*`. `Matrix.mul_apply`, which needs an entry of a matrix product, then no longer fits, and nothing in the `simp` list expands `ᵥ*`. In `h * pair v` the left factor is just `h`, so that product was expanded as intended.

The repair splits the sum with `Matrix.add_apply` and turns both products into sums with `Matrix.mul_apply` while `pair` is still folded. `simp` then only has to evaluate entries, and `ring` can finish. Dropping `Matrix.mul_apply` from the `simp` list and adding the comment are mere tidying.
